# Zero-flux electron distributions at constant mean free path: the Davydov form and its Druyvesteyn and Maxwell limits

Give electrons drifting through a gas a Maxwell distribution at the gas temperature, and a strong field makes the estimate fail: the fast electrons are undercounted, and so is any excitation rate with a high threshold. A pure strong-field formula also undercounts them once the energy is high enough. The problems below find every zero-flux distribution for a positive field parameter and bound its distance from each limiting form.

The model has a steady, uniform electron swarm in a constant field, elastic collisions with gas atoms only and an energy-independent mean free path. It also takes the electrons to be much lighter than the atoms and their velocity distribution to be nearly isotropic (the two-term approximation). For a two-term Boltzmann code run under those restrictions, the solution provides a test case at any nonzero field strength.

## Profile and flux condition

Let $x\ge 0$ be the electron energy in units of $kT$, with $T$ the gas temperature. The parameter $b=\frac{M}{6m}\left(\frac{eE\lambda}{kT}\right)^2>0$ measures field heating against thermal exchange with the gas. Here $m$ and $M$ are the masses of an electron and a gas atom, $e$ is the elementary charge, $E$ the field strength and $\lambda$ the mean free path for momentum transfer. At fixed temperature and gas density $b$ grows as the square of the field. The function $f$ is the isotropic part of the distribution per unit volume of velocity space, so the number of electrons per unit energy carries a further factor $\sqrt{x}$.

```lean
import Mathlib

open Filter Topology

namespace DavydovDistribution

noncomputable section
```

The profile to be studied is

$$D_b(x)=\left(1+\frac{x}{b}\right)^{b}e^{-x},\qquad D_b(0)=1 .$$

In Lean it is `davydov b x`, with a real exponent $b$.

```lean
/-- The Davydov profile `(1 + x/b)^b exp(-x)` at reduced energy `x ≥ 0`, for field
parameter `b > 0`. -/
def davydov (b x : ℝ) : ℝ := (1 + x / b) ^ b * Real.exp (-x)
```

In the steady state considered here no net flux of electrons passes along the energy axis. Field heating contributes a term $b f'$ and collisions with the gas contribute $x(f'+f)$, once a common factor has been removed. Their sum must vanish:

$$(x+b)f'(x)+x f(x)=0,\qquad x\ge 0 .$$

`ZeroFlux b f` states this together with differentiability on the closed half-line `Set.Ici 0`. The derivative `derivWithin` is taken within that half-line, so it is one-sided at $x=0$. Lean's `f` is defined on all reals, but its values at negative energy are unconstrained. The flux equation is the starting assumption; it is not derived from the Boltzmann equation.

```lean
/-- The zero-flux condition: `f` is differentiable on `x ≥ 0` and satisfies
`(x + b) f' + x f = 0` there, with the one-sided derivative at `x = 0`. -/
def ZeroFlux (b : ℝ) (f : ℝ → ℝ) : Prop :=
  DifferentiableOn ℝ f (Set.Ici 0) ∧
    ∀ x, 0 ≤ x → (x + b) * derivWithin f (Set.Ici 0) x + x * f x = 0
```

## (a) The profile as a single exponential

**Task.** For $b>0$ and $x\ge0$, show that

$$D_b(x)=\exp\!\left[b\log\!\left(1+\frac{x}{b}\right)-x\right].$$

**Solution.** Since $1+x/b>0$, the real power is $(1+x/b)^b=\exp[b\log(1+x/b)]$. Multiplying by $e^{-x}$ adds the exponents. The proof makes the same two moves with `Real.rpow_def_of_pos` and `Real.exp_add`. In particular, $D_b(x)>0$.

```lean
/-- For `b > 0` and `x ≥ 0` the Davydov profile is the exponential of
`b log(1 + x/b) - x`. -/
theorem davydov_eq_exp {b x : ℝ} (hb : 0 < b) (hx : 0 ≤ x) :
    davydov b x = Real.exp (b * Real.log (1 + x / b) - x) := by
  have hu : 0 < 1 + x / b := by positivity
  rw [davydov, Real.rpow_def_of_pos hu, ← Real.exp_add]
  congr 1
  ring
```

## (b) The slope of the profile

**Task.** For $b>0$ and $x\ge0$, show that

$$D_b'(x)=-\frac{x}{x+b}\,D_b(x).$$

**Solution.** The power has derivative

$$b\left(1+\frac{x}{b}\right)^{b-1}\frac1b=\left(1+\frac{x}{b}\right)^{b}\frac{b}{x+b}.$$

The product rule then gives

$$D_b'(x)=\left(\frac{b}{x+b}-1\right)D_b(x)=-\frac{x}{x+b}D_b(x).$$

In the code, `h1` and `h2` differentiate the inner function and the exponential, `h3` applies the power and product rules, and the remaining lines simplify the result. `HasDerivAt` denotes an ordinary two-sided derivative, which exists even at $x=0$ because the formula for $D_b$ is smooth for $x>-b$.

```lean
/-- For `b > 0` and `x ≥ 0` the logarithmic slope of the Davydov profile is
`-x/(x + b)`. -/
theorem davydov_hasDerivAt {b x : ℝ} (hb : 0 < b) (hx : 0 ≤ x) :
    HasDerivAt (davydov b) (-(x / (x + b)) * davydov b x) x := by
  have hu : 0 < 1 + x / b := by positivity
  have hxb : x + b ≠ 0 := by positivity
  have hu' : 1 + x / b = (x + b) / b := by
    rw [add_div, div_self hb.ne', add_comm]
  have hk : x / (x + b) = 1 - b / (x + b) := by
    rw [eq_sub_iff_add_eq, ← add_div, div_self hxb]
  have h1 : HasDerivAt (fun y : ℝ => 1 + y / b) (1 / b) x :=
    ((hasDerivAt_id' x).div_const b).const_add 1
  have h2 : HasDerivAt (fun y : ℝ => Real.exp (-y)) (Real.exp (-x) * (-1)) x :=
    (hasDerivAt_id' x).fun_neg.exp
  have h3 : HasDerivAt (davydov b) _ x :=
    (h1.rpow_const (p := b) (Or.inl hu.ne')).fun_mul h2
  refine h3.congr_deriv ?_
  rw [Real.rpow_sub_one hu.ne', davydov]
  generalize (1 + x / b) ^ b = P
  rw [hu', div_div_eq_mul_div, one_div_mul_cancel hb.ne', hk]
  ring
```

## (c) All solutions of the flux equation

**Task.** For $b>0$, show that $f$ satisfies the zero-flux condition if and only if

$$f(x)=f(0)\,D_b(x)\qquad\text{for all }x\ge0 .$$

**Solution.** Let $f$ be a solution. Because $x+b>0$, the equation gives $f'=-\frac{x}{x+b}f$. By (b), $D_b$ has the same logarithmic slope, so

$$\left(\frac{f}{D_b}\right)'=\frac{f'D_b-fD_b'}{D_b^2}
=\frac{-\frac{x}{x+b}fD_b+\frac{x}{x+b}fD_b}{D_b^2}=0 .$$

The quotient is therefore constant on $[0,x]$, with value $f(0)/D_b(0)=f(0)$.

Conversely, if $f=f(0)D_b$ on the half-line, then (b) gives

$$(x+b)f'+xf=-x f(0)D_b+x f(0)D_b=0 .$$

The zero solution is included, with $f(0)=0$.

The Lean proof follows both directions. `hg` is the vanishing derivative of the quotient, and `constant_of_has_deriv_right_zero` turns it into constancy. In the converse, `hd` transfers the derivative of the profile to `f`, using only values at nonnegative energy.

```lean
/-- For `b > 0`, a function satisfies the zero-flux condition exactly when it is
`f(0)` times the Davydov profile on `x ≥ 0`. -/
theorem zeroFlux_iff {b : ℝ} (hb : 0 < b) (f : ℝ → ℝ) :
    ZeroFlux b f ↔ ∀ x, 0 ≤ x → f x = f 0 * davydov b x := by
  have hk : ∀ y : ℝ, 0 ≤ y → (y + b) * (y / (y + b)) = y := by
    intro y hy
    have hyb : y + b ≠ 0 := by positivity
    field_simp
  have hD : ∀ y : ℝ, 0 ≤ y → davydov b y ≠ 0 := by
    intro y hy
    rw [davydov_eq_exp hb hy]
    exact Real.exp_ne_zero _
  constructor
  · intro hf x hx
    -- the quotient of a solution by the profile has zero derivative
    have hg : ∀ y : ℝ, 0 ≤ y →
        HasDerivWithinAt (fun z => f z / davydov b z) 0 (Set.Ici 0) y := by
      intro y hy
      have hyb : y + b ≠ 0 := by positivity
      have hder : derivWithin f (Set.Ici 0) y = -(y / (y + b)) * f y := by
        apply mul_left_cancel₀ hyb
        linear_combination hf.2 y hy + f y * hk y hy
      have h := (hf.1 y hy).hasDerivWithinAt.div
        (davydov_hasDerivAt hb hy).hasDerivWithinAt (hD y hy)
      exact h.congr_deriv (by rw [hder]; ring)
    have hc : f x / davydov b x = f 0 / davydov b 0 :=
      constant_of_has_deriv_right_zero
        (fun y hy => (hg y hy.1).continuousWithinAt.mono Set.Icc_subset_Ici_self)
        (fun y hy => (hg y hy.1).mono (Set.Ici_subset_Ici.2 hy.1)) x ⟨hx, le_rfl⟩
    have h0 : davydov b 0 = 1 := by simp [davydov]
    rwa [h0, div_one, div_eq_iff (hD x hx)] at hc
  · intro h
    have hd : ∀ x : ℝ, 0 ≤ x → HasDerivWithinAt f
        (f 0 * (-(x / (x + b)) * davydov b x)) (Set.Ici 0) x := fun x hx =>
      ((davydov_hasDerivAt hb hx).hasDerivWithinAt.const_mul (f 0)).congr
        (fun y hy => h y hy) (h x hx)
    refine ⟨fun x hx => (hd x hx).differentiableWithinAt, fun x hx => ?_⟩
    rw [(hd x hx).derivWithin (uniqueDiffOn_Ici 0 x hx), h x hx]
    linear_combination -(f 0 * davydov b x) * hk x hx
```

## (d) Two bounds on the logarithm

**Task.** For $t\ge0$, show that

$$t-\frac{t^2}{2}\;\le\;\log(1+t)\;\le\;t-\frac{t^2}{2}+\frac{t^3}{3}.$$

**Solution.** Both differences, $\log(1+t)$ minus the lower bound and the upper bound minus $\log(1+t)$, vanish at $t=0$. Their derivatives are

$$\frac{1}{1+t}-(1-t)=\frac{t^2}{1+t}\ge0,\qquad
1-t+t^2-\frac1{1+t}=\frac{t^3}{1+t}\ge0 .$$

Neither difference can decrease, so both are nonnegative. The local statement `key` contains this monotonicity argument, and it is applied once to each difference.

```lean
/-- For `t ≥ 0`, `log(1 + t)` lies between its second- and third-order Taylor
polynomials at `t = 0`. -/
theorem log_taylor_bounds {t : ℝ} (ht : 0 ≤ t) :
    t - t ^ 2 / 2 ≤ Real.log (1 + t) ∧
      Real.log (1 + t) ≤ t - t ^ 2 / 2 + t ^ 3 / 3 := by
  -- a function that starts at zero and has nonnegative slope is nonnegative
  have key : ∀ g g' : ℝ → ℝ, g 0 = 0 → (∀ s, 0 ≤ s → HasDerivAt g (g' s) s) →
      (∀ s, 0 ≤ s → 0 ≤ g' s) → 0 ≤ g t := by
    intro g g' h0 hd hp
    have hm : MonotoneOn g (Set.Ici 0) := monotoneOn_of_deriv_nonneg (convex_Ici 0)
      (fun s hs => (hd s hs).continuousAt.continuousWithinAt)
      (fun s hs => (hd s (interior_subset hs)).differentiableAt.differentiableWithinAt)
      (fun s hs => by
        rw [(hd s (interior_subset hs)).deriv]
        exact hp s (interior_subset hs))
    have h := hm (Set.mem_Ici.2 le_rfl) (Set.mem_Ici.2 ht) ht
    rwa [h0] at h
  have hl : ∀ s : ℝ, 0 ≤ s →
      HasDerivAt (fun z : ℝ => Real.log (1 + z)) (1 / (1 + s)) s := by
    intro s hs
    have hne : 1 + s ≠ 0 := by positivity
    exact ((hasDerivAt_id' s).const_add 1).log hne
  have hq : ∀ s : ℝ, HasDerivAt (fun z : ℝ => z - z ^ 2 / 2) (1 - s) s := fun s =>
    (hasDerivAt_id' s).fun_sub
      (((hasDerivAt_pow 2 s).div_const 2).congr_deriv (by norm_num))
  have hc : ∀ s : ℝ, HasDerivAt (fun z : ℝ => z ^ 3 / 3) (s ^ 2) s := fun s =>
    ((hasDerivAt_pow 3 s).div_const 3).congr_deriv (by norm_num)
  constructor
  · have h := key (fun z => Real.log (1 + z) - (z - z ^ 2 / 2))
      (fun s => 1 / (1 + s) - (1 - s)) (by simp)
      (fun s hs => (hl s hs).fun_sub (hq s)) (fun s hs => by
        rw [sub_nonneg, le_div_iff₀ (by positivity)]
        nlinarith [sq_nonneg s])
    exact sub_nonneg.1 h
  · have h := key (fun z => z - z ^ 2 / 2 + z ^ 3 / 3 - Real.log (1 + z))
      (fun s => 1 - s + s ^ 2 - 1 / (1 + s)) (by simp)
      (fun s hs => ((hq s).fun_add (hc s)).fun_sub (hl s hs)) (fun s hs => by
        rw [sub_nonneg, div_le_iff₀ (by positivity)]
        nlinarith [pow_nonneg hs 3])
    exact sub_nonneg.1 h
```

## (e) Error of the strong-field form

**Task.** For $b>0$ and $x\ge0$, show that

$$e^{-x^2/(2b)}\;\le\;D_b(x)\;\le\;\exp\!\left(-\frac{x^2}{2b}+\frac{x^3}{3b^2}\right).$$

**Solution.** Put $t=x/b$ in (d) and multiply by $b$:

$$x-\frac{x^2}{2b}\le b\log\!\left(1+\frac{x}{b}\right)\le x-\frac{x^2}{2b}+\frac{x^3}{3b^2}.$$

Subtract $x$, exponentiate and use (a). The Gaussian in energy is the Druyvesteyn form. With both functions equal to 1 at $x=0$, it never exceeds the profile, and it is accurate where $x^3\ll 3b^2$. If both are instead scaled to the same number of electrons, the Druyvesteyn form is the larger one at low energy and the smaller one at high energy. In the code, `e1` and `e2` carry out the multiplication by $b$.

```lean
/-- For `b > 0` and `x ≥ 0` the Davydov profile is at least the Druyvesteyn profile
`exp(-x²/(2b))`, and exceeds it at most by the factor `exp(x³/(3b²))`. -/
theorem druyvesteyn_bounds {b x : ℝ} (hb : 0 < b) (hx : 0 ≤ x) :
    Real.exp (-(x ^ 2 / (2 * b))) ≤ davydov b x ∧
      davydov b x ≤ Real.exp (-(x ^ 2 / (2 * b)) + x ^ 3 / (3 * b ^ 2)) := by
  have hbx : b * (x / b) = x := by field_simp
  obtain ⟨h1, h2⟩ := log_taylor_bounds (div_nonneg hx hb.le)
  have h3 := mul_le_mul_of_nonneg_left h1 hb.le
  have h4 := mul_le_mul_of_nonneg_left h2 hb.le
  have e1 : b * (x / b - (x / b) ^ 2 / 2) = x - x ^ 2 / (2 * b) := by
    linear_combination (1 - x / b / 2) * hbx
  have e2 : b * (x / b - (x / b) ^ 2 / 2 + (x / b) ^ 3 / 3)
      = x - x ^ 2 / (2 * b) + x ^ 3 / (3 * b ^ 2) := by
    linear_combination (1 - x / b / 2 + (x / b) ^ 2 / 3) * hbx
  rw [e1] at h3
  rw [e2] at h4
  rw [davydov_eq_exp hb hx]
  exact ⟨Real.exp_le_exp.2 (by linarith), Real.exp_le_exp.2 (by linarith)⟩
```

## (f) Error of the weak-field form

**Task.** For $b>0$ and $x\ge0$, show that

$$e^{-x}\;\le\;D_b(x)\;\le\;e^{-x+2\sqrt{bx}} .$$

**Solution.** The lower bound holds because $\log(1+x/b)\ge0$. For the upper bound, set $r=\sqrt{x/b}$. Then

$$1+\frac{x}{b}=1+r^2\le(1+r)^2\le e^{2r},$$

where the last step squares $1+r\le e^r$. Hence $b\log(1+x/b)\le 2br=2\sqrt{bx}$, and (a) completes the argument. The logarithmic estimate is `hlog`, and `hs` is the identity $\sqrt{bx}=br$.

```lean
/-- For `b > 0` and `x ≥ 0` the Davydov profile is at least the Maxwell factor
`exp(-x)`, and exceeds it at most by the factor `exp(2√(bx))`. -/
theorem maxwell_bounds {b x : ℝ} (hb : 0 < b) (hx : 0 ≤ x) :
    Real.exp (-x) ≤ davydov b x ∧
      davydov b x ≤ Real.exp (-x + 2 * Real.sqrt (b * x)) := by
  have hbx : b * (x / b) = x := by field_simp
  have ht : 0 ≤ x / b := div_nonneg hx hb.le
  have hr := Real.sqrt_nonneg (x / b)
  have hrr := Real.mul_self_sqrt ht
  have hs : Real.sqrt (b * x) = b * Real.sqrt (x / b) := by
    have e : b * x = b ^ 2 * (x / b) := by linear_combination (-b) * hbx
    rw [e, Real.sqrt_mul (sq_nonneg b), Real.sqrt_sq hb.le]
  -- log(1 + t) ≤ 2√t, because 1 + t ≤ (1 + √t)² ≤ exp(2√t)
  have hlog : Real.log (1 + x / b) ≤ 2 * Real.sqrt (x / b) := by
    rw [Real.log_le_iff_le_exp (by positivity), two_mul, Real.exp_add]
    have h := mul_self_le_mul_self (by positivity)
      (Real.add_one_le_exp (Real.sqrt (x / b)))
    nlinarith
  have h1 := mul_le_mul_of_nonneg_left hlog hb.le
  have h2 := mul_nonneg hb.le (Real.log_nonneg (by linarith : 1 ≤ 1 + x / b))
  rw [davydov_eq_exp hb hx, hs]
  exact ⟨Real.exp_le_exp.2 (by linarith), Real.exp_le_exp.2 (by linarith)⟩
```

## (g) The strong-field limit

**Task.** For each $b>0$ let $f_b$ be a zero-flux solution with $f_b(0)\ne0$. For fixed $y\ge0$, show that

$$\lim_{b\to\infty}\frac{f_b(\sqrt b\,y)}{f_b(0)}=e^{-y^2/2}.$$

**Solution.** By (c), the ratio equals $D_b(\sqrt b\,y)$. With $x=\sqrt b\,y$,

$$\frac{x^2}{2b}=\frac{y^2}{2},\qquad \frac{x^3}{3b^2}=\frac{y^3}{3\sqrt b},$$

so (e) gives

$$e^{-y^2/2}\le\frac{f_b(\sqrt b\,y)}{f_b(0)}\le \exp\!\left(-\frac{y^2}{2}+\frac{y^3}{3\sqrt b}\right).$$

The upper bound tends to the lower one. The scaling means that the typical energy grows as $\sqrt b$, hence in proportion to the field.

In Lean the family is `f b x`, and its normalisation `f b 0` may vary with `b` in any way that avoids zero. `hbd` is the displayed pair of bounds, `atTop` stands for $b\to\infty$, and the squeeze lemma finishes the proof.

```lean
/-- Strong-field limit: for zero-flux solutions `f b` with `f b 0 ≠ 0` and fixed `y ≥ 0`,
the ratio `f b (√b y) / f b 0` tends to `exp(-y²/2)` as `b → ∞`. -/
theorem druyvesteyn_limit {f : ℝ → ℝ → ℝ} (hf : ∀ b, 0 < b → ZeroFlux b (f b))
    (h0 : ∀ b, 0 < b → f b 0 ≠ 0) {y : ℝ} (hy : 0 ≤ y) :
    Tendsto (fun b => f b (Real.sqrt b * y) / f b 0) atTop
      (𝓝 (Real.exp (-(y ^ 2 / 2)))) := by
  have hbd : ∀ b : ℝ, 0 < b →
      Real.exp (-(y ^ 2 / 2)) ≤ f b (Real.sqrt b * y) / f b 0 ∧
      f b (Real.sqrt b * y) / f b 0
        ≤ Real.exp (-(y ^ 2 / 2) + y ^ 3 / 3 * (Real.sqrt b)⁻¹) := by
    intro b hb
    have hx : 0 ≤ Real.sqrt b * y := by positivity
    have e : ∀ s : ℝ, 0 < s → (s * y) ^ 2 / (2 * s ^ 2) = y ^ 2 / 2 ∧
        (s * y) ^ 3 / (3 * (s ^ 2) ^ 2) = y ^ 3 / 3 * s⁻¹ := by
      intro s hs
      constructor <;> field_simp
    have he := e (Real.sqrt b) (Real.sqrt_pos.2 hb)
    rw [Real.sq_sqrt hb.le] at he
    have h := druyvesteyn_bounds hb hx
    rw [he.1, he.2] at h
    rwa [(zeroFlux_iff hb (f b)).1 (hf b hb) _ hx, mul_div_cancel_left₀ _ (h0 b hb)]
  have h1 : Tendsto (fun b : ℝ => (Real.sqrt b)⁻¹) atTop (𝓝 0) :=
    tendsto_inv_atTop_zero.comp Real.tendsto_sqrt_atTop
  have h2 := (h1.const_mul (y ^ 3 / 3)).const_add (-(y ^ 2 / 2))
  rw [mul_zero, add_zero] at h2
  refine tendsto_of_tendsto_of_tendsto_of_le_of_le' tendsto_const_nhds
    ((Real.continuous_exp.tendsto _).comp h2) ?_ ?_
  · filter_upwards [eventually_gt_atTop 0] with b hb using (hbd b hb).1
  · filter_upwards [eventually_gt_atTop 0] with b hb using (hbd b hb).2
```

## (h) The weak-field limit

**Task.** For the same kind of family and fixed $x\ge0$, show that

$$\lim_{b\to0^+}\frac{f_b(x)}{f_b(0)}=e^{-x}.$$

**Solution.** By (c) the ratio is $D_b(x)$, and (f) gives

$$e^{-x}\le\frac{f_b(x)}{f_b(0)}\le e^{-x+2\sqrt{bx}} .$$

At fixed $x$, $\sqrt{bx}\to0$, so both sides tend to $e^{-x}$: the electrons take on the Maxwell distribution of the gas. The filter `𝓝[>] 0` expresses the approach through positive $b$, and continuity of the upper bound in $b$ supplies its limit.

Both this limit and the one in (g) are pointwise, at fixed $x$ or $y$. Convergence of mean energies or rate coefficients, which are integrals over energy, would need a separate argument.

```lean
/-- Weak-field limit: for zero-flux solutions `f b` with `f b 0 ≠ 0` and fixed `x ≥ 0`,
the ratio `f b x / f b 0` tends to `exp(-x)` as `b → 0+`. -/
theorem maxwell_limit {f : ℝ → ℝ → ℝ} (hf : ∀ b, 0 < b → ZeroFlux b (f b))
    (h0 : ∀ b, 0 < b → f b 0 ≠ 0) {x : ℝ} (hx : 0 ≤ x) :
    Tendsto (fun b => f b x / f b 0) (𝓝[>] 0) (𝓝 (Real.exp (-x))) := by
  have hbd : ∀ b : ℝ, 0 < b → Real.exp (-x) ≤ f b x / f b 0 ∧
      f b x / f b 0 ≤ Real.exp (-x + 2 * Real.sqrt (b * x)) := by
    intro b hb
    rw [(zeroFlux_iff hb (f b)).1 (hf b hb) x hx, mul_div_cancel_left₀ _ (h0 b hb)]
    exact maxwell_bounds hb hx
  have hc : Continuous (fun b : ℝ => Real.exp (-x + 2 * Real.sqrt (b * x))) := by
    fun_prop
  have h := hc.tendsto 0
  simp only [zero_mul, Real.sqrt_zero, mul_zero, add_zero] at h
  refine tendsto_of_tendsto_of_tendsto_of_le_of_le' tendsto_const_nhds
    (h.mono_left nhdsWithin_le_nhds) ?_ ?_
  · filter_upwards [self_mem_nhdsWithin] with b hb using (hbd b hb).1
  · filter_upwards [self_mem_nhdsWithin] with b hb using (hbd b hb).2

end

end DavydovDistribution
```

```lean
#print axioms DavydovDistribution.druyvesteyn_limit
-- 'DavydovDistribution.druyvesteyn_limit' depends on axioms: [propext, Classical.choice, Quot.sound]
#print axioms DavydovDistribution.maxwell_limit
-- 'DavydovDistribution.maxwell_limit' depends on axioms: [propext, Classical.choice, Quot.sound]
```
